# Spin-summed fermionic excitations obey the unitary-group commutation relations and commute with $S_+$

## Spin orbitals and anticommutation relations

A spin orbital is a pair $(p,s)$ of a spatial orbital $p$ and a spin component $s$. In Lean these labels come from the finite types `n` and `σ`, and the operators are elements of a ring `R`. The number of spin components is left free; electrons have two.

```lean
import Mathlib

open Finset

namespace SpinAdaptedExcitations

noncomputable section

variable {R n σ : Type*} [Ring R] [Fintype n] [DecidableEq n] [Fintype σ] [DecidableEq σ]
```

Write $c_i$ for creation and $a_i$ for annihilation in spin orbital $i$, $\{X,Y\}=XY+YX$ and $[X,Y]=XY-YX$. The assumed relations are

$$\{c_i,c_j\}=0,\qquad \{a_i,a_j\}=0,\qquad \{a_i,c_j\}=\delta_{ij}.$$

The first two express fermionic antisymmetry. When $c_i$ is the adjoint of $a_i$, the third says that the spin orbitals are orthonormal. Each Kronecker delta is an `if … then … else` in Lean. Nothing requires $c_i$ to be the adjoint of $a_i$, because the argument is purely algebraic.

```lean
/-- The canonical anticommutation relations for creation operators `c` and
annihilation operators `a`. -/
structure IsCAR {R ι : Type*} [Ring R] [DecidableEq ι] (c a : ι → R) : Prop where
  cc : ∀ i j, c i * c j + c j * c i = 0
  aa : ∀ i j, a i * a j + a j * a i = 0
  ac : ∀ i j, a i * c j + c j * a i = if i = j then 1 else 0
```

The spin-summed excitation moves an electron from $q$ to $p$ and leaves its spin alone:

$$E(p,q)=\sum_s c_{(p,s)}a_{(q,s)}.$$

```lean
/-- The spin-summed excitation `E(p,q)` from spatial orbital `q` to spatial orbital `p`. -/
def excite (c a : n × σ → R) (p q : n) : R := ∑ s, c (p, s) * a (q, s)
```

The spin transfer does the reverse, changing spin $t$ into $s$ within each spatial orbital:

$$T(s,t)=\sum_p c_{(p,s)}a_{(p,t)}.$$

```lean
/-- The operator that changes spin component `t` into `s`, summed over all spatial orbitals. -/
def spinTransfer (c a : n × σ → R) (s t : σ) : R := ∑ p, c (p, s) * a (p, t)
```

For spin 1/2, with `0` for up and `1` for down, the raising operator in units of $\hbar$ is $S_+=T(0,1)$.

```lean
/-- The raising operator `S+` of spin-1/2 particles, with `0` for spin up and `1` for
spin down. -/
def raising (c a : n × Fin 2 → R) : R := ∑ p, c (p, 0) * a (p, 1)
```

A matrix $A$ over a commutative ring `K` of scalars, for instance $\mathbb C$, defines the spin-free one-electron operator $\hat E(A)=\sum_{p,q}A_{pq}E(p,q)$.

```lean
/-- The spin-free one-electron operator with matrix elements `A p q` between spatial
orbitals. -/
def oneBody {K : Type*} [CommRing K] [Algebra K R] (c a : n × σ → R) (A : Matrix n n K) : R :=
  ∑ p, ∑ q, A p q • excite c a p q
```

## The commutator of two elementary excitations

All the operators above are finite sums, so their commutators expand by bilinearity:

$$\Big[\sum_s x_s,\sum_t y_t\Big]=\sum_{s,t}[x_s,y_t].$$

The proof multiplies out both products and exchanges the order of summation in the second.

```lean
/-- The commutator of two finite sums is the double sum of the commutators. -/
theorem commutator_sum {α β : Type*} [Fintype α] [Fintype β] (x : α → R) (y : β → R) :
    (∑ s, x s) * (∑ t, y t) - (∑ t, y t) * (∑ s, x s)
      = ∑ s, ∑ t, (x s * y t - y t * x s) := by
  have h2 : (∑ t, y t) * (∑ s, x s) = ∑ s, ∑ t, y t * x s :=
    (Finset.sum_mul_sum _ _ _ _).trans Finset.sum_comm
  rw [h2, Finset.sum_mul_sum]
  simp only [Finset.sum_sub_distrib]
```

For single products, adding and subtracting terms gives

$$\begin{aligned}[c_ia_j,c_ka_l]={}&c_i\{a_j,c_k\}a_l-c_k\{a_l,c_i\}a_j\\&-\{c_i,c_k\}a_ja_l+c_kc_i\{a_j,a_l\}.\end{aligned}$$

The last two terms vanish, and the first two leave

$$[c_ia_j,c_ka_l]=\delta_{jk}\,c_ia_l-\delta_{il}\,c_ka_j.$$

In the proof, `noncomm_ring` verifies the regrouping, which holds in any ring; the anticommutation relations are then substituted.

```lean
/-- The commutator of two elementary excitations between spin orbitals is a difference of two terms,
each an elementary excitation or zero according to a Kronecker delta. -/
theorem elementary_commutator {ι : Type*} [DecidableEq ι] {c a : ι → R} (h : IsCAR c a)
    (i j k l : ι) :
    c i * a j * (c k * a l) - c k * a l * (c i * a j)
      = (if j = k then c i * a l else 0) - (if i = l then c k * a j else 0) := by
  -- collect the products into anticommutators
  have e : c i * a j * (c k * a l) - c k * a l * (c i * a j)
      = c i * (a j * c k + c k * a j) * a l - c k * (a l * c i + c i * a l) * a j
        - (c i * c k + c k * c i) * (a j * a l) + c k * c i * (a j * a l + a l * a j) := by
    noncomm_ring
  have hli : (if l = i then (1 : R) else 0) = if i = l then 1 else 0 :=
    if_congr eq_comm rfl rfl
  rw [e, h.ac j k, h.ac l i, h.cc i k, h.aa j l, hli]
  split_ifs <;> simp
```

## The unitary-group relations

Set $i=(p,s)$, $j=(q,s)$, $k=(r,t)$, $l=(u,t)$ and sum over both spins:

$$[E(p,q),E(r,u)]=\sum_{s,t}\delta_{st}\big(\delta_{qr}\,c_{(p,s)}a_{(u,t)}-\delta_{pu}\,c_{(r,t)}a_{(q,s)}\big).$$

The factor $\delta_{st}$ removes one spin sum, and the other rebuilds the excitations:

$$[E(p,q),E(r,u)]=\delta_{qr}E(p,u)-\delta_{pu}E(r,q).$$

The proof splits into cases according to whether $q=r$ and whether $p=u$, and simplification carries out the spin sum in each.

```lean
omit [Fintype n] in
/-- The spin-summed excitations obey the commutation relations of the generators of the
unitary group of the spatial orbitals. -/
theorem excite_commutator {c a : n × σ → R} (h : IsCAR c a) (p q r u : n) :
    excite c a p q * excite c a r u - excite c a r u * excite c a p q
      = (if q = r then excite c a p u else 0) - (if p = u then excite c a r q else 0) := by
  unfold excite
  rw [commutator_sum]
  simp only [elementary_commutator h, Prod.mk.injEq]
  -- the spin deltas remove one of the two spin sums
  by_cases h1 : q = r <;> by_cases h2 : p = u <;> simp [h1, h2, Finset.sum_sub_distrib]
```

## Commutation with spin transfers and with $S_+$

For a spin transfer, the sums run over the spin $v$ in $E(p,q)$ and the orbital $r$ in $T(s,t)$:

$$[E(p,q),T(s,t)]=\sum_{v,r}\big(\delta_{qr}\delta_{vs}\,c_{(p,v)}a_{(r,t)}-\delta_{pr}\delta_{vt}\,c_{(r,s)}a_{(q,v)}\big).$$

The first term collapses to $c_{(p,s)}a_{(q,t)}$. So does the second, and the difference is zero. The Lean proof turns the claim into a vanishing commutator and evaluates the same deltas.

```lean
/-- Every spin-summed excitation commutes with every spin transfer operator, for any number
of spin components. -/
theorem excite_commute_spinTransfer {c a : n × σ → R} (h : IsCAR c a) (p q : n) (s t : σ) :
    excite c a p q * spinTransfer c a s t = spinTransfer c a s t * excite c a p q := by
  rw [← sub_eq_zero]
  unfold excite spinTransfer
  rw [commutator_sum]
  simp only [elementary_commutator h, Prod.mk.injEq]
  -- both terms reduce to the same elementary excitation
  simp [ite_and, Finset.sum_sub_distrib]
```

Choosing $s=0$ and $t=1$ gives $[E(p,q),S_+]=0$.

```lean
/-- Every spin-summed excitation commutes with the raising operator `S+`. -/
theorem excite_commute_raising {c a : n × Fin 2 → R} (h : IsCAR c a) (p q : n) :
    excite c a p q * raising c a = raising c a * excite c a p q :=
  excite_commute_spinTransfer h p q 0 1
```

The theorem on spin transfers also covers $S_-=T(1,0)$ and $S_z=\tfrac12\big(T(0,0)-T(1,1)\big)$, so $E(p,q)$ commutes with $S^2=S_-S_++S_z^2+S_z$ too. A spin-free Hamiltonian in a finite orbital basis is built from spin-summed excitations and therefore does not couple states of different total spin, so configuration interaction can be carried out separately for each total spin.

## Spin-free one-electron operators

Contracting the unitary-group relations with two matrices gives

$$\begin{aligned}[\hat E(A),\hat E(B)]&=\sum_{p,q,r,u}A_{pq}B_{ru}\big(\delta_{qr}E(p,u)-\delta_{pu}E(r,q)\big)\\&=\sum_{p,u}(AB)_{pu}E(p,u)-\sum_{r,q}(BA)_{rq}E(r,q)\\&=\hat E(AB-BA).\end{aligned}$$

The commutator of the many-electron operators is therefore fixed by that of the orbital matrices. In the proof, `key` is the first line, while `h1` and `h2` evaluate the two deltas and produce the matrix products $AB$ and $BA$.

```lean
/-- The commutator of two spin-free one-electron operators is the spin-free one-electron
operator of the commutator of their matrices. -/
theorem oneBody_commutator {K : Type*} [CommRing K] [Algebra K R] {c a : n × σ → R}
    (h : IsCAR c a) (A B : Matrix n n K) :
    oneBody c a A * oneBody c a B - oneBody c a B * oneBody c a A
      = oneBody c a (A * B - B * A) := by
  have key : oneBody c a A * oneBody c a B - oneBody c a B * oneBody c a A
      = ∑ p, ∑ r, ∑ q, ∑ u, ((if q = r then (A p q * B r u) • excite c a p u else 0)
          - (if p = u then (B r u * A p q) • excite c a r q else 0)) := by
    unfold oneBody
    rw [commutator_sum]
    refine Finset.sum_congr rfl fun p _ => Finset.sum_congr rfl fun r _ => ?_
    rw [commutator_sum]
    refine Finset.sum_congr rfl fun q _ => Finset.sum_congr rfl fun u _ => ?_
    rw [smul_mul_smul_comm, smul_mul_smul_comm, mul_comm (B r u) (A p q), ← smul_sub,
      excite_commutator h, smul_sub]
    split_ifs <;> simp
  -- the first delta produces the matrix product `A * B`
  have h1 : ∑ p, ∑ r, ∑ q, ∑ u, (if q = r then (A p q * B r u) • excite c a p u else 0)
      = ∑ p, ∑ u, ∑ q, (A p q * B q u) • excite c a p u := by
    refine Finset.sum_congr rfl fun p _ => ?_
    calc ∑ r, ∑ q, ∑ u, (if q = r then (A p q * B r u) • excite c a p u else 0)
        = ∑ q, ∑ u, ∑ r, (if q = r then (A p q * B r u) • excite c a p u else 0) :=
          Finset.sum_comm.trans (Finset.sum_congr rfl fun q _ => Finset.sum_comm)
      _ = ∑ q, ∑ u, (A p q * B q u) • excite c a p u := by simp
      _ = ∑ u, ∑ q, (A p q * B q u) • excite c a p u := Finset.sum_comm
  -- the second delta produces `B * A`
  have h2 : ∑ p, ∑ r, ∑ q, ∑ u, (if p = u then (B r u * A p q) • excite c a r q else 0)
      = ∑ r, ∑ q, ∑ p, (B r p * A p q) • excite c a r q := by
    calc ∑ p, ∑ r, ∑ q, ∑ u, (if p = u then (B r u * A p q) • excite c a r q else 0)
        = ∑ p, ∑ r, ∑ q, (B r p * A p q) • excite c a r q := by simp
      _ = ∑ r, ∑ q, ∑ p, (B r p * A p q) • excite c a r q :=
          Finset.sum_comm.trans (Finset.sum_congr rfl fun r _ => Finset.sum_comm)
  rw [key]
  simp only [Finset.sum_sub_distrib]
  rw [h1, h2]
  simp only [oneBody, Matrix.sub_apply, Matrix.mul_apply, sub_smul, Finset.sum_smul,
    Finset.sum_sub_distrib]
```

## The two-electron excitation as a product

Electron repulsion involves operators with both creators on the left. Moving $a_j$ next to $c_i$ uses

$$c_ic_ka_la_j=c_ia_jc_ka_l-c_i\{a_j,c_k\}a_l+c_ic_k\{a_j,a_l\}=c_ia_jc_ka_l-\delta_{jk}\,c_ia_l.$$

With the same spin-orbital labels as before, summing over $s$ and $t$ gives

$$\sum_{s,t}c_{(p,s)}c_{(r,t)}a_{(u,t)}a_{(q,s)}=E(p,q)E(r,u)-\delta_{qr}E(p,u).$$

The local statement `e` is the reordering for single products; the rest of the proof performs the spin sums. Since the right-hand side contains only spin-summed excitations, the two-electron excitation commutes with $S_+$ as well.

```lean
omit [Fintype n] in
/-- The spin-summed two-electron excitation in normal order is a product of two spin-summed
excitations minus a one-electron contraction. -/
theorem two_electron_excitation {c a : n × σ → R} (h : IsCAR c a) (p q r u : n) :
    ∑ s, ∑ t, c (p, s) * c (r, t) * a (u, t) * a (q, s)
      = excite c a p q * excite c a r u - (if q = r then excite c a p u else 0) := by
  have e : ∀ i j k l : n × σ, c i * c k * a l * a j
      = c i * a j * (c k * a l) - (if j = k then c i * a l else 0) := by
    intro i j k l
    have e' : c i * c k * a l * a j = c i * a j * (c k * a l)
        - c i * (a j * c k + c k * a j) * a l + c i * c k * (a j * a l + a l * a j) := by
      noncomm_ring
    rw [e', h.ac j k, h.aa j l]
    split_ifs <;> simp
  unfold excite
  rw [Finset.sum_mul_sum]
  simp only [e, Prod.mk.injEq, Finset.sum_sub_distrib]
  by_cases h1 : q = r <;> simp [h1]
```

## A realisation on Fock space

The anticommutation relations were assumed for elements of an arbitrary ring. A concrete model is the exterior algebra over the spin orbitals, in which wedge products of distinct basis vectors play the part of Slater determinants and whose unit $1$ is the vacuum.

```lean
/-- The exterior algebra of `ι → ℂ`, which for finite `ι` is the fermionic Fock space over the spin
orbitals `ι`. -/
abbrev Fock (ι : Type*) := ExteriorAlgebra ℂ (ι → ℂ)
```

Creation is exterior multiplication by the basis vector $e_i$ of the spin orbital, $c_i x=e_i\wedge x$.

```lean
/-- Creation in spin orbital `i`: exterior multiplication by that orbital. -/
def create {ι : Type*} [DecidableEq ι] (i : ι) : Module.End ℂ (Fock ι) :=
  LinearMap.mulLeft ℂ (ExteriorAlgebra.ι ℂ (Pi.single i 1 : ι → ℂ))
```

Annihilation is contraction with the $i$-th coordinate, which removes $e_i$ from a wedge product with the appropriate sign.

```lean
/-- Annihilation in spin orbital `i`: contraction with the coordinate of that orbital. -/
def annihilate {ι : Type*} (i : ι) : Module.End ℂ (Fock ι) :=
  CliffordAlgebra.contractLeft (LinearMap.proj i : (ι → ℂ) →ₗ[ℂ] ℂ)
```

Creators anticommute because $e_i\wedge e_j=-e_j\wedge e_i$, and contractions anticommute likewise. The mixed relation follows from the product rule for contraction,

$$a_i(e_j\wedge x)=\delta_{ij}\,x-e_j\wedge a_i x,$$

when the last term is moved to the left. These are the first three parts of the proof. The fourth shows that the vacuum is non-zero: the projection onto the scalar part sends it to the number $1$. The relations thus hold for operators on a non-zero space, and not merely in the trivial ring where $1=0$.

```lean
omit [Fintype n] [Fintype σ] in
/-- Creation and annihilation on Fock space obey the canonical anticommutation relations, and
the vacuum is not the zero vector. -/
theorem isCAR_witness : IsCAR (create (ι := n × σ)) annihilate ∧ (1 : Fock (n × σ)) ≠ 0 := by
  refine ⟨⟨fun i j => ?_, fun i j => ?_, fun i j => ?_⟩, fun h => ?_⟩
  · refine LinearMap.ext fun x => ?_
    change ExteriorAlgebra.ι ℂ _ * (ExteriorAlgebra.ι ℂ _ * x)
      + ExteriorAlgebra.ι ℂ _ * (ExteriorAlgebra.ι ℂ _ * x) = 0
    rw [← mul_assoc, ← mul_assoc, ← add_mul, ExteriorAlgebra.ι_add_mul_swap, zero_mul]
  · refine LinearMap.ext fun x => ?_
    change CliffordAlgebra.contractLeft _ (CliffordAlgebra.contractLeft _ x)
      + CliffordAlgebra.contractLeft _ (CliffordAlgebra.contractLeft _ x) = 0
    rw [CliffordAlgebra.contractLeft_comm, neg_add_cancel]
  · refine LinearMap.ext fun x => ?_
    change CliffordAlgebra.contractLeft _ (CliffordAlgebra.ι _ _ * x)
      + CliffordAlgebra.ι _ _ * CliffordAlgebra.contractLeft _ x = _
    rw [CliffordAlgebra.contractLeft_ι_mul, sub_add_cancel]
    by_cases hij : i = j
    · subst hij
      simp
    · simp [hij]
  · have h' := congrArg (ExteriorAlgebra.algebraMapInv (R := ℂ) (M := n × σ → ℂ)) h
    rw [map_one, map_zero] at h'
    exact one_ne_zero h'

end

end SpinAdaptedExcitations
```

```lean
#print axioms SpinAdaptedExcitations.excite_commute_spinTransfer
#print axioms SpinAdaptedExcitations.excite_commute_raising
#print axioms SpinAdaptedExcitations.oneBody_commutator
#print axioms SpinAdaptedExcitations.two_electron_excitation
```

```
'SpinAdaptedExcitations.excite_commute_spinTransfer' depends on axioms: [propext, Classical.choice, Quot.sound]
'SpinAdaptedExcitations.excite_commute_raising' depends on axioms: [propext, Classical.choice, Quot.sound]
'SpinAdaptedExcitations.oneBody_commutator' depends on axioms: [propext, Classical.choice, Quot.sound]
'SpinAdaptedExcitations.two_electron_excitation' depends on axioms: [propext, Classical.choice, Quot.sound]
```
